# The sum of a periodic function over one period is unchanged by a cyclic shift

Let F be a complex-valued function on the integers with F(n + N) = F(n), such as a quantity defined on the sites of a ring of N sites. The lemma states that the sum of F(q − m) over q = 0, …, N − 1 equals the sum of F(q) over the same range, for every natural number m. Periodicity is the only assumption on F. The proof is by induction on m: a sum of N + 1 terms is split once at its last term (`h1`) and once at its first (`h2`), and the two split-off terms are equal by periodicity (`h3`). With the arguments simplified by `h4`, these equations together give the step from m to m + 1.

An attempt in Lean 4 with a fault in it:

```lean
import Mathlib

open Finset

namespace SumCyclicShift

noncomputable section

/-- The sum of an `N`-periodic function over one period is unchanged by a shift of its argument from
`q` to `q - m`, for a natural number `m`. -/
theorem sum_cyclic_shift {N : ℕ} (F : ℤ → ℂ) (hF : ∀ n, F (n + N) = F n) (m : ℕ) :
    ∑ q ∈ range N, F ((q : ℤ) - m) = ∑ q ∈ range N, F q := by
  induction m with
  | zero => simp
  | succ m ih =>
    rw [← ih]
    have h1 := sum_range_succ (fun q : ℕ => F ((q : ℤ) - (m + 1 : ℕ))) N
    have h2 := sum_range_succ' (fun q : ℕ => F ((q : ℤ) - (m + 1 : ℕ))) N
    have h3 : F ((N : ℤ) - (m + 1 : ℕ)) = F (((0 : ℕ) : ℤ) - (m + 1 : ℕ)) := by
      rw [← hF (((0 : ℕ) : ℤ) - (m + 1 : ℕ))]
      congr 1
      push_cast
      ring
    have h4 : ∀ q : ℕ, F (((q + 1 : ℕ) : ℤ) - (m + 1 : ℕ)) = F ((q : ℤ) - m) := by
      intro q
      congr 1
      push_cast
      ring
    simp only [h4] at h2
    linear_combination h2 - h1 - h3

end

end SumCyclicShift
```

The error:

```
Main.lean:22:6: error: No goals to be solved
```

What went wrong. The error is at `push_cast` in the proof of `h3`: no goal is left there for it to work on. After the rewrite with `hF`, both sides are values of `F`, and `congr 1` reduces the goal to the equality of the arguments, N − (m + 1) = 0 − (m + 1) + N. `congr 1` also tries to close what it produces by `rfl`. That succeeds here, because both sides compute to the same expression by the definitions of integer addition and subtraction. `push_cast` then fails, and `ring` would have had nothing to do either.

The repair gives the step as one term, `congrArg F (by omega)`. The equality of the arguments is now proved explicitly by `omega`, which handles linear integer arithmetic with casts from the naturals, and no later tactic depends on what `congr 1` leaves open.

The same change in `h4` is mere tidying. Lean reported no error there.

Lean accepts the file once it reads:

```diff
@@ -19,12 +19,8 @@
     have h3 : F ((N : ℤ) - (m + 1 : ℕ)) = F (((0 : ℕ) : ℤ) - (m + 1 : ℕ)) := by
       rw [← hF (((0 : ℕ) : ℤ) - (m + 1 : ℕ))]
-      congr 1
-      push_cast
-      ring
+      exact congrArg F (by omega)
     have h4 : ∀ q : ℕ, F (((q + 1 : ℕ) : ℤ) - (m + 1 : ℕ)) = F ((q : ℤ) - m) := by
       intro q
-      congr 1
-      push_cast
-      ring
+      exact congrArg F (by omega)
     simp only [h4] at h2
     linear_combination h2 - h1 - h3
```
